# A continuous symmetric Hessian first loses positive definiteness where it acquires a null vector

The declaration `first_null_vector` concerns a family `M t` of finite real matrices, continuous and symmetric for `t` in `[a, b]` with `a ≤ b`, read as Hessians of a quadratic energy with curvature `xᵀ M x` along a direction `x`. If `M a` is positive definite and `M b` is not, there is `s` in `(a, b]` such that `M r` is positive definite for all `r` in `[a, s)` and `M s` annihilates a nonzero, unnormalised vector. Physically, stability along the path is first lost at a point with a zero mode, a direction in which the quadratic energy is flat. The attempt takes `s` as the least parameter in the compact set of pairs (parameter, unit direction) with non-positive curvature. It then passes non-negative curvature to the limit `r → s` with `ContinuousWithinAt.closure_le`, and applies `flat_direction_null`.

Lean 4 with Mathlib refuses this proof:

```lean
import Mathlib

open Matrix Set

namespace RPAStabilityPath

noncomputable section

variable {n : Type*} [Fintype n]

/-- Curvature `xᵀ M x` of the quadratic energy with Hessian `M` along the direction `x`. -/
def curvature (M : Matrix n n ℝ) (x : n → ℝ) : ℝ := x ⬝ᵥ M *ᵥ x

/-- A symmetric Hessian is positive definite exactly when its curvature is positive along
every normalised direction. -/
theorem posDef_iff_unit {M : Matrix n n ℝ} (hM : M.IsSymm) :
    M.PosDef ↔ ∀ x, ‖x‖ = 1 → 0 < curvature M x := by
  rw [posDef_iff_dotProduct_mulVec]
  constructor
  · rintro ⟨_, h⟩ x hx
    have hx0 : x ≠ 0 := by
      rintro rfl
      simp at hx
    simpa [curvature] using @h x hx0
  · intro h
    refine ⟨(conjTranspose_eq_transpose_of_trivial M).trans hM, ?_⟩
    intro x hx
    have hn : 0 < ‖x‖ := norm_pos_iff.2 hx
    have hc : 0 < ‖x‖⁻¹ := inv_pos.2 hn
    have h1 := h (‖x‖⁻¹ • x) (by rw [norm_smul, norm_inv, norm_norm, inv_mul_cancel₀ hn.ne'])
    simp only [curvature, mulVec_smul, smul_dotProduct, dotProduct_smul, smul_eq_mul] at h1
    have h2 := (mul_pos_iff_of_pos_left hc).1 ((mul_pos_iff_of_pos_left hc).1 h1)
    simpa using h2

/-- If the curvature of a symmetric Hessian is nowhere negative, a direction of zero
curvature is annihilated by the Hessian. -/
theorem flat_direction_null {M : Matrix n n ℝ} (hM : M.IsSymm)
    (hpsd : ∀ y, 0 ≤ curvature M y) {x : n → ℝ} (hx : curvature M x = 0) : M *ᵥ x = 0 := by
  unfold curvature at hpsd hx
  obtain ⟨y, hy⟩ : ∃ y, y = M *ᵥ x := ⟨_, rfl⟩
  have hsym : x ⬝ᵥ M *ᵥ y = y ⬝ᵥ M *ᵥ x := by
    rw [dotProduct_mulVec x M y, ← mulVec_transpose M x, hM.eq, dotProduct_comm (M *ᵥ x) y]
  -- the curvature at `x + t y` is a nonnegative quadratic in `t` without constant term
  have h : ∀ t : ℝ, 0 ≤ (y ⬝ᵥ M *ᵥ y) * (t * t) + (2 * (y ⬝ᵥ y)) * t + 0 := by
    intro t
    have h1 := hpsd (x + t • y)
    simp only [mulVec_add, mulVec_smul, add_dotProduct, dotProduct_add, smul_dotProduct,
      dotProduct_smul, smul_eq_mul] at h1
    rw [hx, hsym, ← hy] at h1
    linarith
  have hd := discrim_le_zero h
  unfold discrim at hd
  have h2 : (y ⬝ᵥ y) ^ 2 = 0 := by nlinarith [sq_nonneg (y ⬝ᵥ y)]
  rw [← hy]
  exact dotProduct_self_eq_zero.1 ((pow_eq_zero_iff two_ne_zero).1 h2)

/-- If a continuous symmetric Hessian is positive definite at `a` but not at `b`, there is
`s` in `(a, b]` such that it is positive definite on `[a, s)` and has a null vector at `s`. -/
theorem first_null_vector {M : ℝ → Matrix n n ℝ} {a b : ℝ} (hab : a ≤ b)
    (hc : ContinuousOn M (Icc a b)) (hs : ∀ t ∈ Icc a b, (M t).IsSymm)
    (ha : (M a).PosDef) (hb : ¬ (M b).PosDef) :
    ∃ s ∈ Ioc a b, (∀ r ∈ Ico a s, (M r).PosDef) ∧ ∃ x, x ≠ 0 ∧ M s *ᵥ x = 0 := by
  have hF : Continuous fun p : Matrix n n ℝ × (n → ℝ) => curvature p.1 p.2 := by
    unfold curvature
    first
      | exact continuous_snd.dotProduct (continuous_fst.matrix_mulVec continuous_snd)
      | fun_prop
      | (simp only [mulVec, dotProduct]; fun_prop)
  have hD : IsCompact (Icc a b ×ˢ Metric.sphere (0 : n → ℝ) 1) :=
    isCompact_Icc.prod (isCompact_sphere _ _)
  have hq : ContinuousOn (fun p : ℝ × (n → ℝ) => curvature (M p.1) p.2)
      (Icc a b ×ˢ Metric.sphere (0 : n → ℝ) 1) :=
    hF.comp_continuousOn
      ((hc.comp continuousOn_fst fun p hp => hp.1).prodMk continuousOn_snd)
  -- the compact set of (time, unit direction) with non-positive curvature
  have hK := hD.of_isClosed_subset
    (hq.preimage_isClosed_of_isClosed hD.isClosed (isClosed_Iic (a := (0 : ℝ))))
    inter_subset_left
  have hmem : ∀ r ∈ Icc a b, ¬ (M r).PosDef → ∃ x, (r, x) ∈
      (Icc a b ×ˢ Metric.sphere (0 : n → ℝ) 1) ∩
        (fun p : ℝ × (n → ℝ) => curvature (M p.1) p.2) ⁻¹' Iic 0 := by
    intro r hr h
    by_contra hne
    refine h ((posDef_iff_unit (hs r hr)).2 fun x hx => lt_of_not_ge fun hle => hne ?_)
    exact ⟨x, ⟨hr, mem_sphere_zero_iff_norm.2 hx⟩, hle⟩
  obtain ⟨x₀, hx₀⟩ := hmem b ⟨hab, le_rfl⟩ hb
  obtain ⟨⟨s, x⟩, ⟨⟨hsI, hx⟩, hle⟩, hmin⟩ := hK.exists_isMinOn ⟨_, hx₀⟩ continuousOn_fst
  have hsI' : s ∈ Icc a b := hsI
  have hx1 : ‖x‖ = 1 := mem_sphere_zero_iff_norm.1 hx
  have hle' : curvature (M s) x ≤ 0 := hle
  have hsub : Ico a s ⊆ Icc a b := fun r hr => ⟨hr.1, hr.2.le.trans hsI'.2⟩
  have hbelow : ∀ r ∈ Ico a s, (M r).PosDef := by
    intro r hr
    by_contra h
    obtain ⟨y, hy⟩ := hmem r (hsub hr) h
    have hsr : s ≤ r := isMinOn_iff.1 hmin _ hy
    exact absurd hr.2 (not_lt.2 hsr)
  have hne : a ≠ s := by
    intro h
    rw [h] at ha
    exact absurd ((posDef_iff_unit (hs s hsI')).1 ha x hx1) (not_lt.2 hle')
  -- non-negative curvature passes to the limit `r → s`
  have hpsd : ∀ y, 0 ≤ curvature (M s) y := by
    intro y
    have hcy : ContinuousOn (fun r => curvature (M r) y) (Icc a b) :=
      hF.comp_continuousOn (hc.prodMk continuousOn_const)
    have hcl : s ∈ closure (Ico a s) := by
      rw [closure_Ico hne]
      exact ⟨hsI'.1, le_rfl⟩
    refine ContinuousWithinAt.closure_le (f := fun _ => (0 : ℝ)) hcl continuousWithinAt_const
      ((hcy s hsI').mono hsub) fun r hr => ?_
    simpa [curvature] using (hbelow r hr).posSemidef.dotProduct_mulVec_nonneg y
  refine ⟨s, ⟨lt_of_le_of_ne hsI'.1 hne, hsI'.2⟩, hbelow, x, ?_,
    flat_direction_null (hs s hsI') hpsd (le_antisymm hle' (hpsd x))⟩
  rintro rfl
  simp at hx1

end

end RPAStabilityPath
```

Messages:

```
Main.lean:111:6: error: Application type mismatch: The argument
  ContinuousWithinAt.mono (hcy s hsI') hsub
has type
  ContinuousWithinAt.{0, 0} (fun r => curvature (M r) y) (Ico a s) s
but is expected to have type
  ContinuousWithinAt.{u_1, 0} (curvature (M s)) ?m.622 y
in the application
  ContinuousWithinAt.closure_le ?m.616 continuousWithinAt_const (ContinuousWithinAt.mono (hcy s hsI') hsub)
Main.lean:110:65: error: Application type mismatch: The argument
  hcl
has type
  Membership.mem.{0, 0} (closure (Ico a s)) s
but is expected to have type
  Membership.mem.{u_1, u_1} (closure ?m.622) y
in the application
  ContinuousWithinAt.closure_le hcl
```

Diagnosis. `ContinuousWithinAt.closure_le` concludes `f x ≤ g x` at a point `x` in the closure of a set. Under `refine`, this conclusion is unified with the goal `0 ≤ curvature (M s) y` before the explicit arguments are checked. Since `g` was not given, `g x` matched the outermost application: `g := curvature (M s)` and `x := y`. The domain, which `fun _ => (0 : ℝ)` left open, became `n → ℝ` instead of `ℝ`. Both messages follow. The lemma now expects `y` in the closure of an unknown set, whereas `hcl` states `s ∈ closure (Ico a s)`. It also expects continuity of `curvature (M s)` at `y`, whereas the argument gives continuity of `fun r => curvature (M r) y` at `s`.

The repair names `g := fun r : ℝ => curvature (M r) y` and annotates the domain of `f` as `ℝ`. It builds `hlim` with no expected type, so `hcl` supplies the point `s` and the set. `exact hlim` then closes the goal up to beta reduction. The bound on `Ico a s` moves unchanged into `hnn`, stated explicitly. Cutting `first` to its first branch and rewording the comment are tidying.

The repair, with which the file compiles:

```diff
@@ -63,8 +63,5 @@
   have hF : Continuous fun p : Matrix n n ℝ × (n → ℝ) => curvature p.1 p.2 := by
     unfold curvature
-    first
-      | exact continuous_snd.dotProduct (continuous_fst.matrix_mulVec continuous_snd)
-      | fun_prop
-      | (simp only [mulVec, dotProduct]; fun_prop)
+    exact continuous_snd.dotProduct (continuous_fst.matrix_mulVec continuous_snd)
   have hD : IsCompact (Icc a b ×ˢ Metric.sphere (0 : n → ℝ) 1) :=
     isCompact_Icc.prod (isCompact_sphere _ _)
@@ -73,5 +70,5 @@
     hF.comp_continuousOn
       ((hc.comp continuousOn_fst fun p hp => hp.1).prodMk continuousOn_snd)
-  -- the compact set of (time, unit direction) with non-positive curvature
+  -- the compact set of (path parameter, unit direction) with non-positive curvature
   have hK := hD.of_isClosed_subset
     (hq.preimage_isClosed_of_isClosed hD.isClosed (isClosed_Iic (a := (0 : ℝ))))
@@ -108,7 +105,10 @@
       rw [closure_Ico hne]
       exact ⟨hsI'.1, le_rfl⟩
-    refine ContinuousWithinAt.closure_le (f := fun _ => (0 : ℝ)) hcl continuousWithinAt_const
-      ((hcy s hsI').mono hsub) fun r hr => ?_
-    simpa [curvature] using (hbelow r hr).posSemidef.dotProduct_mulVec_nonneg y
+    have hnn : ∀ r ∈ Ico a s, (0 : ℝ) ≤ curvature (M r) y := fun r hr => by
+      simpa [curvature] using (hbelow r hr).posSemidef.dotProduct_mulVec_nonneg y
+    have hlim := ContinuousWithinAt.closure_le (f := fun _ : ℝ => (0 : ℝ))
+      (g := fun r : ℝ => curvature (M r) y) hcl continuousWithinAt_const
+      ((hcy s hsI').mono hsub) hnn
+    exact hlim
   refine ⟨s, ⟨lt_of_le_of_ne hsI'.1 hne, hsI'.2⟩, hbelow, x, ?_,
     flat_direction_null (hs s hsI') hpsd (le_antisymm hle' (hpsd x))⟩
```
